# In a stationary finite Markov chain, the autocorrelation of a sector sign falls by at most four times the crossing probability per step

A Monte Carlo run is described here by a transition matrix and a distribution, without a space of trajectories. Let $S$ be a finite set of configurations, $P_{ij}$ the probability that one update takes $i$ to $j$, and $\mu_i$ a probability distribution with $\mu P=\mu$. If $X_0$ is drawn from $\mu$, the pair $(X_0,X_n)$ has the joint law $\mu_i(P^n)_{ij}$, and this law is all that an autocorrelation needs. The run is thus taken to be equilibrated from the start.

For a sector $A\subseteq S$, let $f_i=+1$ if $i\in A$ and $f_i=-1$ otherwise, and let $q$ be the probability of starting in $A$ and being outside it after one update. The result is

$$C(n)=\mathbb E[f(X_0)f(X_n)]\;\ge\;1-4nq\qquad\text{for every } n\ge 0 .$$

In a quantum Monte Carlo simulation of a Hubbard or impurity model with finitely many auxiliary-field configurations, $A$ may hold the configurations of positive magnetisation, or those that a chosen criterion classes as metallic. If both sectors have appreciable weight and updates rarely cross between them, the sector sign is remembered for long.

In Lean 4 with Mathlib:

```lean
import Mathlib

open Matrix

namespace RareSectorCrossings

noncomputable section

variable {S : Type*} [Fintype S] [DecidableEq S]
```

## The chain, the sector and the crossing probability

The conditions on $P$ and $\mu$ are

$$P_{ij}\ge 0,\quad \sum_j P_{ij}=1,\quad \mu_i\ge 0,\quad \sum_i\mu_i=1,\quad \sum_i\mu_iP_{ij}=\mu_j .$$

```lean
/-- A Markov chain on a finite configuration space with transition matrix `P`, together with
a probability distribution `μ` that one step of the chain leaves unchanged. -/
structure IsStationaryChain (P : Matrix S S ℝ) (μ : S → ℝ) : Prop where
  nonneg : ∀ i j, 0 ≤ P i j
  row_sum : ∀ i, ∑ j, P i j = 1
  prob_nonneg : ∀ i, 0 ≤ μ i
  prob_sum : ∑ i, μ i = 1
  stationary : μ ᵥ* P = μ
```

Rows of `P` are labelled by the present configuration and columns by the next, so `μ` multiplies from the left in `μ ᵥ* P = μ`. Detailed balance and irreducibility are not required. This suits sequential sweeps, which preserve the target distribution but in general violate detailed balance; one may take $P$ to be a whole sweep; $n$ then counts sweeps, and the crossing probability defined below compares the configurations before and after a whole sweep.

The sign $f$ is the function `sector A`:

```lean
/-- The sector observable: `+1` on the configurations in `A` and `-1` on all others. -/
def sector (A : Finset S) (i : S) : ℝ := if i ∈ A then 1 else -1
```

The crossing probability counts exits from $A$ only:

$$q=\sum_{i\in A}\sum_{j\notin A}\mu_iP_{ij}.$$

```lean
/-- The probability that the chain, started from `μ`, begins in `A` and is outside `A`
after one step. -/
def crossing (P : Matrix S S ℝ) (μ : S → ℝ) (A : Finset S) : ℝ :=
  ∑ i ∈ A, ∑ j ∈ Aᶜ, μ i * P i j
```

It is a joint probability. With $\mu(A)=\sum_{i\in A}\mu_i$, the chance of leaving, given that the chain is in $A$, is $q/\mu(A)$ whenever $\mu(A)>0$.

The autocorrelation is the average of the product under the joint law, with no mean subtracted:

$$C(n)=\sum_{i,j}\mu_i(P^n)_{ij}f_if_j .$$

```lean
/-- The expectation of `f(X₀) f(Xₙ)` for the chain started from `μ`; the pair `(X₀, Xₙ)` has
the joint law `μ i * (P ^ n) i j`. -/
def autocorrelation (P : Matrix S S ℝ) (μ f : S → ℝ) (n : ℕ) : ℝ :=
  ∑ i, ∑ j, μ i * (P ^ n) i j * (f i * f j)
```

## As much probability enters the sector as leaves it

Split the weight of $A$ by where the chain goes next, using the row sums, and then by where it came from, using stationarity:

$$\mu(A)=\sum_{i\in A}\sum_{j\in A}\mu_iP_{ij}+q,\qquad
\mu(A)=\sum_{i\in A}\sum_{j\in A}\mu_iP_{ij}+\sum_{i\notin A}\sum_{j\in A}\mu_iP_{ij}.$$

Comparison shows that the inward flux also equals $q$.

```lean
/-- In the stationary state the probability flux into a sector equals the flux out of it. -/
theorem flux_balance {P : Matrix S S ℝ} {μ : S → ℝ} (h : IsStationaryChain P μ)
    (A : Finset S) : crossing P μ Aᶜ = crossing P μ A := by
  -- the weight of `A`, split by where the chain goes next
  have h1 : ∑ i ∈ A, μ i = ∑ i ∈ A, ∑ j ∈ A, μ i * P i j + crossing P μ A := by
    unfold crossing
    rw [← Finset.sum_add_distrib]
    refine Finset.sum_congr rfl fun i _ => ?_
    rw [Finset.sum_add_sum_compl, ← Finset.mul_sum, h.row_sum, mul_one]
  -- the same weight, split by where the chain came from
  have h2 : ∑ j ∈ A, μ j = ∑ i ∈ A, ∑ j ∈ A, μ i * P i j + crossing P μ Aᶜ := by
    unfold crossing
    rw [compl_compl, Finset.sum_add_sum_compl A (fun i => ∑ j ∈ A, μ i * P i j),
      Finset.sum_comm]
    refine Finset.sum_congr rfl fun j _ => ?_
    have hj := congrFun h.stationary j
    simpa [Matrix.vecMul, dotProduct] using hj.symm
  linarith
```

The inward flux appears as `crossing P μ Aᶜ`, the probability of leaving the complement. The two splittings are `h1` and `h2`, and `linarith` subtracts them.

## One update costs exactly $4q$

The quantity $1-f_if_j$ is $0$ when $i$ and $j$ lie in the same sector and $2$ when they do not. Both directions of crossing contribute, each with probability $q$:

$$\sum_{i,j}\mu_iP_{ij}(1-f_if_j)=2q+2q=4q .$$

```lean
/-- In the stationary state the average of `1 - f(X₀) f(X₁)` for the sector observable `f` is
four times the crossing probability. -/
theorem one_step_loss {P : Matrix S S ℝ} {μ : S → ℝ} (h : IsStationaryChain P μ)
    (A : Finset S) :
    ∑ i, ∑ j, μ i * P i j * (1 - sector A i * sector A j) = 4 * crossing P μ A := by
  have hA : ∀ i ∈ A, ∑ j, μ i * P i j * (1 - sector A i * sector A j)
      = 2 * ∑ j ∈ Aᶜ, μ i * P i j := by
    intro i hi
    have h0 : ∑ j ∈ A, μ i * P i j * (1 - sector A i * sector A j) = 0 :=
      Finset.sum_eq_zero fun j hj => by simp [sector, hi, hj]
    rw [← Finset.sum_add_sum_compl A, h0, zero_add, Finset.mul_sum]
    refine Finset.sum_congr rfl fun j hj => ?_
    have e1 : sector A i = 1 := if_pos hi
    have e2 : sector A j = -1 := if_neg (Finset.mem_compl.mp hj)
    rw [e1, e2]
    ring
  have hB : ∀ i ∈ Aᶜ, ∑ j, μ i * P i j * (1 - sector A i * sector A j)
      = 2 * ∑ j ∈ A, μ i * P i j := by
    intro i hi
    have e1 : sector A i = -1 := if_neg (Finset.mem_compl.mp hi)
    have h0 : ∑ j ∈ Aᶜ, μ i * P i j * (1 - sector A i * sector A j) = 0 :=
      Finset.sum_eq_zero fun j hj => by
        have e2 : sector A j = -1 := if_neg (Finset.mem_compl.mp hj)
        rw [e1, e2]
        ring
    rw [← Finset.sum_add_sum_compl A, h0, add_zero, Finset.mul_sum]
    refine Finset.sum_congr rfl fun j hj => ?_
    have e2 : sector A j = 1 := if_pos hj
    rw [e1, e2]
    ring
  have hflux := flux_balance h A
  rw [← Finset.sum_add_sum_compl A, Finset.sum_congr rfl hA, Finset.sum_congr rfl hB,
    ← Finset.mul_sum, ← Finset.mul_sum]
  unfold crossing at hflux ⊢
  rw [compl_compl] at hflux
  linarith
```

Here `hA` evaluates the sum over $j$ for a start inside $A$, and `hB` does so for a start outside. The flux balance then merges the two contributions.

## The distribution stays stationary at later times

To use the one-step cost between times $n$ and $n+1$, one needs $X_n$ to be distributed by $\mu$ as well. This follows by induction from

$$\mu P^{n+1}=(\mu P^n)P=\mu P=\mu .$$

The entries of $P^{n+1}$ are sums of products of nonnegative numbers, so they are nonnegative too.

```lean
/-- A stationary distribution is unchanged by any number of steps, and all `n`-step transition
probabilities are nonnegative. -/
theorem many_steps {P : Matrix S S ℝ} {μ : S → ℝ} (h : IsStationaryChain P μ) (n : ℕ) :
    μ ᵥ* (P ^ n) = μ ∧ ∀ i j, 0 ≤ (P ^ n) i j := by
  induction n with
  | zero =>
    refine ⟨by simp, fun i j => ?_⟩
    rw [pow_zero, Matrix.one_apply]
    split_ifs <;> norm_num
  | succ n ih =>
    refine ⟨by rw [pow_succ, ← Matrix.vecMul_vecMul, ih.1, h.stationary], fun i j => ?_⟩
    rw [pow_succ, Matrix.mul_apply]
    exact Finset.sum_nonneg fun k _ => mul_nonneg (ih.2 i k) (h.nonneg k j)
```

## Each further update lowers the autocorrelation by at most $4q$

For any three signs,

$$f_if_j\le f_if_k+(1-f_jf_k).$$

If $f_k=f_j$, the two sides are equal. If $f_k=-f_j$, the right side is $2-f_if_j$, which is at least $f_if_j$ because $f_if_j\le 1$.

Let $i,j,k$ be the values of $X_0,X_n,X_{n+1}$, multiply by the nonnegative weight $\mu_i(P^n)_{ij}P_{jk}$, and sum over all three. In the first term the sum over $k$ gives $1$ and leaves $C(n)$. In the second the sum over $j$ builds $P^{n+1}$ and leaves $C(n+1)$. In the third the sum over $i$ gives $\mu_j$, and what remains is the one-step cost. Hence

$$C(n)\le C(n+1)+4q .$$

```lean
/-- In the stationary state each further step lowers the autocorrelation of the sector
observable by at most four times the crossing probability. -/
theorem autocorrelation_step {P : Matrix S S ℝ} {μ : S → ℝ} (h : IsStationaryChain P μ)
    (A : Finset S) (n : ℕ) :
    autocorrelation P μ (sector A) n
      ≤ autocorrelation P μ (sector A) (n + 1) + 4 * crossing P μ A := by
  obtain ⟨hst, hpos⟩ := many_steps h n
  -- write all three terms as averages over `X₀ = i`, `Xₙ = j`, `Xₙ₊₁ = k`
  have hn : autocorrelation P μ (sector A) n
      = ∑ i, ∑ j, ∑ k, μ i * (P ^ n) i j * P j k * (sector A i * sector A j) := by
    unfold autocorrelation
    refine Finset.sum_congr rfl fun i _ => Finset.sum_congr rfl fun j _ => ?_
    rw [← Finset.sum_mul, ← Finset.mul_sum, h.row_sum, mul_one]
  have hs : autocorrelation P μ (sector A) (n + 1)
      = ∑ i, ∑ j, ∑ k, μ i * (P ^ n) i j * P j k * (sector A i * sector A k) := by
    unfold autocorrelation
    refine Finset.sum_congr rfl fun i _ => Eq.trans ?_ Finset.sum_comm
    refine Finset.sum_congr rfl fun k _ => ?_
    rw [pow_succ, Matrix.mul_apply, Finset.mul_sum, Finset.sum_mul]
    exact Finset.sum_congr rfl fun j _ => by ring
  have hq : 4 * crossing P μ A
      = ∑ i, ∑ j, ∑ k, μ i * (P ^ n) i j * P j k * (1 - sector A j * sector A k) := by
    rw [← one_step_loss h A]
    refine Eq.trans ?_ Finset.sum_comm
    refine Finset.sum_congr rfl fun j _ => Eq.trans ?_ Finset.sum_comm
    refine Finset.sum_congr rfl fun k _ => ?_
    have hj : ∑ i, μ i * (P ^ n) i j = μ j := by
      simpa [Matrix.vecMul, dotProduct] using congrFun hst j
    rw [← Finset.sum_mul, ← Finset.sum_mul, hj]
  rw [hn, hs, hq, ← Finset.sum_add_distrib]
  refine Finset.sum_le_sum fun i _ => ?_
  rw [← Finset.sum_add_distrib]
  refine Finset.sum_le_sum fun j _ => ?_
  rw [← Finset.sum_add_distrib]
  refine Finset.sum_le_sum fun k _ => ?_
  -- an inequality between signs, weighted by the probability of the path
  have hsign : sector A i * sector A j
      ≤ sector A i * sector A k + (1 - sector A j * sector A k) := by
    unfold sector
    split_ifs <;> norm_num
  have hw : 0 ≤ μ i * (P ^ n) i j * P j k :=
    mul_nonneg (mul_nonneg (h.prob_nonneg i) (hpos i j)) (h.nonneg j k)
  rw [← mul_add]
  exact mul_le_mul_of_nonneg_left hsign hw
```

The three evaluations are `hn`, `hs` and `hq`. The inequality between signs is `hsign`, proved by `split_ifs` through all cases of membership in $A$, and `hw` states that the weight is nonnegative. The repeated `Finset.sum_le_sum` carries the inequality through the triple sum.

## The linear lower bound

At $n=0$ the two configurations coincide and $f_i^2=1$, so $C(0)=\sum_i\mu_i=1$. If the bound holds at $n$, then

$$C(n+1)\ge C(n)-4q\ge 1-4nq-4q=1-4(n+1)q .$$

```lean
/-- For a finite Markov chain started in its stationary distribution, the sector observable
satisfies `E[f(X₀) f(Xₙ)] ≥ 1 - 4 n q`, where `q` is the one-step probability of starting in
the sector and leaving it. -/
theorem autocorrelation_lower_bound {P : Matrix S S ℝ} {μ : S → ℝ}
    (h : IsStationaryChain P μ) (A : Finset S) (n : ℕ) :
    1 - 4 * n * crossing P μ A ≤ autocorrelation P μ (sector A) n := by
  induction n with
  | zero =>
    have hsq : ∀ i, sector A i * sector A i = 1 := fun i => by
      unfold sector
      split_ifs <;> norm_num
    have h0 : autocorrelation P μ (sector A) 0 = 1 := by
      simp [autocorrelation, Matrix.one_apply, hsq, h.prob_sum]
    rw [h0]
    simp
  | succ n ih =>
    have hstep := autocorrelation_step h A n
    push_cast
    linarith
```

In words: for every stationary chain on a finite set, every sector `A` and every natural number `n`, the autocorrelation of the sector sign is at least $1-4nq$. For $q>0$ it is stronger than the obvious $C(n)\ge-1$ only while $n<1/(2q)$.

In the limiting case $q=0$ it gives $C(n)\ge1$, and since $f_if_j\le1$, $C(n)=1$ for all $n$: the run stays in the sector where it began.

The same argument by hand treats any real observable $g$ with $|g|\le1$. From $g_ig_j-g_ig_k\le|g_j-g_k|$ one obtains

$$\mathbb E[g(X_0)g(X_n)]\ge\mathbb E[g(X_0)^2]-n\,\mathbb E|g(X_1)-g(X_0)| ,$$

which reduces to the bound above when $g=f$.

## How many updates decorrelation takes

When one sector dominates, $C(n)$ stays large simply because the mean of $f$ is close to $+1$ or $-1$. The memory of the run is better measured after subtracting the square of the mean

$$m=\sum_i\mu_if_i .$$

```lean
/-- The mean of the observable `f` in the distribution `μ`. -/
def mean (μ f : S → ℝ) : ℝ := ∑ i, μ i * f i
```

Since $f^2=1$, the variance is $1-m^2$. Suppose that after $n$ updates the connected autocorrelation is at most a fraction $\varepsilon$ of it, $C(n)-m^2\le\varepsilon(1-m^2)$. Together with the lower bound this gives

$$1-4nq\le C(n)\le m^2+\varepsilon(1-m^2),
\qquad\text{hence}\qquad(1-\varepsilon)(1-m^2)\le4nq .$$

```lean
/-- Let `m` be the stationary mean of the sector observable, so that its variance is `1 - m²`.
If after `n` steps the connected autocorrelation is at most a fraction `ε` of the variance,
then `(1 - ε) (1 - m²) ≤ 4 n q`. -/
theorem steps_to_decorrelate {P : Matrix S S ℝ} {μ : S → ℝ} (h : IsStationaryChain P μ)
    (A : Finset S) (n : ℕ) (ε : ℝ)
    (hdecay : autocorrelation P μ (sector A) n - mean μ (sector A) ^ 2
      ≤ ε * (1 - mean μ (sector A) ^ 2)) :
    (1 - ε) * (1 - mean μ (sector A) ^ 2) ≤ 4 * n * crossing P μ A := by
  have hmain := autocorrelation_lower_bound h A n

  linarith
```

The assumed decay is `hdecay`, required only at the one time `n`. For two equally probable sectors $m=0$, and with $q=10^{-6}$ a fall to one half takes at least $125\,000$ updates.

This is a necessary number of updates. Frequent crossings do not ensure fast sampling, since other observables may relax slowly. The value of $q$ is an input, to be estimated or bounded for the algorithm at hand, and the theorem makes no statement about equilibration from another starting distribution.

## A directed ring that attains the bound

Take four configurations $0,1,2,3$ in a ring, with every update moving to the next one:

```lean
/-- The directed ring of four configurations, on which every step moves to the next site. -/
def ringChain : Matrix (Fin 4) (Fin 4) ℝ :=
  !![0, 1, 0, 0; 0, 0, 1, 0; 0, 0, 0, 1; 1, 0, 0, 0]
```

The uniform distribution $\mu_i=1/4$ is stationary. For $A=\{0,1\}$ the only exit is $1\to2$, so $q=1/4$. Two updates move each configuration to the opposite site, which lies in the other sector, and therefore

$$C(2)=-1=1-4\cdot2\cdot\tfrac14 .$$

```lean
/-- The directed ring with uniform distribution is a stationary chain. For the sector made of
two adjacent sites the crossing probability is `1/4`, and the lower bound on the
autocorrelation is attained after two steps. -/
theorem ringChain_witness :
    IsStationaryChain ringChain (fun _ => 1 / 4) ∧
    crossing ringChain (fun _ => 1 / 4) {0, 1} = 1 / 4 ∧
    autocorrelation ringChain (fun _ => 1 / 4) (sector {0, 1}) 2
      = 1 - 4 * 2 * crossing ringChain (fun _ => 1 / 4) {0, 1} := by
  have hc : ({0, 1} : Finset (Fin 4))ᶜ = {2, 3} := by decide
  have hq : crossing ringChain (fun _ => 1 / 4) {0, 1} = 1 / 4 := by
    simp [crossing, hc, ringChain]
  -- two steps move every configuration to the opposite site
  have h2 : ringChain ^ 2 = !![0, 0, 1, 0; 0, 0, 0, 1; 1, 0, 0, 0; 0, 1, 0, 0] := by
    rw [pow_two]
    ext i j
    fin_cases i <;> fin_cases j <;> simp [ringChain, Matrix.mul_apply, Fin.sum_univ_four]
  refine ⟨⟨?_, ?_, ?_, ?_, ?_⟩, hq, ?_⟩
  · intro i j
    fin_cases i <;> fin_cases j <;> simp [ringChain]
  · intro i
    fin_cases i <;> simp [ringChain, Fin.sum_univ_four]
  · intro i
    norm_num
  · norm_num [Fin.sum_univ_four]
  · ext j
    fin_cases j <;> simp [ringChain, Matrix.vecMul, dotProduct, Fin.sum_univ_four]
  · rw [hq]
    unfold autocorrelation
    rw [h2]
    have s0 : sector ({0, 1} : Finset (Fin 4)) 0 = 1 := if_pos (by decide)
    have s1 : sector ({0, 1} : Finset (Fin 4)) 1 = 1 := if_pos (by decide)
    have s2 : sector ({0, 1} : Finset (Fin 4)) 2 = -1 := if_neg (by decide)
    have s3 : sector ({0, 1} : Finset (Fin 4)) 3 = -1 := if_neg (by decide)
    simp only [Fin.sum_univ_four, s0, s1, s2, s3]
    simp
    norm_num

end

end RareSectorCrossings
```

The first part of `ringChain_witness` checks the five conditions on a stationary chain, and the others give the crossing probability and the equality at $n=2$. The identity `h2` gives the two-step transition matrix explicitly. The probability flux from $0$ to $1$ is $1/4$ and the reverse flux is zero, so this chain violates detailed balance.

```lean
#print axioms RareSectorCrossings.autocorrelation_step
-- 'RareSectorCrossings.autocorrelation_step' depends on axioms: [propext, Classical.choice, Quot.sound]
#print axioms RareSectorCrossings.steps_to_decorrelate
-- 'RareSectorCrossings.steps_to_decorrelate' depends on axioms: [propext, Classical.choice, Quot.sound]
```
